# Explicit null vectors of the G matrix for powers of a singlet geminal

Take two spatial orbitals, 1 and 2, and one electron pair shared between them. Write a_{p↑}* and a_{p↓}* for the operators that create an electron in orbital p with spin up or down, a_{p↑} and a_{p↓} for their adjoints, and vac for the empty state. With complex amplitudes c_1 and c_2 the pair state is

ψ = c_1 a_{1↑}* a_{1↓}* vac + c_2 a_{2↑}* a_{2↓}* vac.

Moving the up electron from 2 to 1 gives zero on the first term, and moving the down electron from 1 to 2 gives zero on the second, so one term survives in each case:

a_{1↑}* a_{2↑} ψ = c_2 a_{1↑}* a_{2↓}* vac

a_{2↓}* a_{1↓} ψ = c_1 a_{1↑}* a_{2↓}* vac.

Both hops lead to the same broken pair, so c_1 times the first minus c_2 times the second annihilates ψ.

The same happens for any number of orbitals and pairs. Let

B* = Σ_r c_r a_{r↑}* a_{r↓}*

K_pq = c_p a_{p↑}* a_{q↑} − c_q a_{q↓}* a_{p↓}.

Then K_pq annihilates (B*)^k vac for every k, and its coefficients form a null vector of the particle-hole matrix G of that state. Variational two-particle density-matrix calculations commonly impose G ⪰ 0 as a necessary condition; a nonzero geminal power in a finite basis meets it with a zero eigenvalue in each direction K_pq whose c_p or c_q is nonzero.

## Operators and matrices in Lean

The type `n` labels a finite orthonormal basis of the many-electron space, `κ` labels general modes, and `ι` labels spatial orbitals. A spin-orbital is a pair in `ι × Fin 2`, with 0 for up and 1 for down. The adjoint a* is `ᴴ`, and `*ᵥ` applies a matrix to a vector.

```lean
import Mathlib

open Matrix

namespace GeminalPowerNullVectors

noncomputable section

variable {n κ ι : Type*} [Fintype n] [DecidableEq n] [Fintype κ] [Fintype ι]

/-- The canonical anticommutation relations for annihilation matrices `a i`. -/
structure IsCAR {κ : Type*} (a : κ → Matrix n n ℂ) : Prop where
  anti : ∀ i j, a i * a j + a j * a i = 0
  same : ∀ i, a i * (a i)ᴴ + (a i)ᴴ * a i = 1
  diff : ∀ i j, i ≠ j → a i * (a j)ᴴ + (a j)ᴴ * a i = 0

/-- The spin-up spin-orbital of the spatial orbital `p`. -/
abbrev up {ι : Type*} (p : ι) : ι × Fin 2 := (p, 0)

/-- The spin-down spin-orbital of the spatial orbital `p`. -/
abbrev dn {ι : Type*} (p : ι) : ι × Fin 2 := (p, 1)
```

B* is `geminal a c`, and K_pq is `killer a c p q`. The amplitudes enter both without complex conjugation.

```lean
/-- The geminal creator `B* = ∑ c_r a_{r↑}* a_{r↓}*`. -/
def geminal (a : ι × Fin 2 → Matrix n n ℂ) (c : ι → ℂ) : Matrix n n ℂ :=
  ∑ r, c r • ((a (up r))ᴴ * (a (dn r))ᴴ)

/-- The operator `c_p a_{p↑}* a_{q↑} - c_q a_{q↓}* a_{p↓}`. -/
def killer (a : ι × Fin 2 → Matrix n n ℂ) (c : ι → ℂ) (p q : ι) : Matrix n n ℂ :=
  c p • ((a (up p))ᴴ * a (up q)) - c q • ((a (dn q))ᴴ * a (dn p))

/-- The one-body operator `∑ v_ij a_i* a_j`. -/
def oneBody (a : κ → Matrix n n ℂ) (v : κ × κ → ℂ) : Matrix n n ℂ :=
  ∑ y, v y • ((a y.1)ᴴ * a y.2)
```

The G matrix is defined as a Gram matrix:

G(ij,kl) = ⟨a_i* a_j ψ, a_k* a_l ψ⟩.

Here ψ need not be normalised; for nonzero ψ, the usual values follow on dividing by ⟨ψ,ψ⟩, which leaves the null vectors unchanged. Conventions that swap the labels within each pair require the same swap in the vector. No product of one-body expectation values is subtracted.

```lean
/-- The G matrix of a vector `ψ`, with entries `⟨a_i* a_j ψ, a_k* a_l ψ⟩`. -/
def gMatrix (a : κ → Matrix n n ℂ) (ψ : n → ℂ) : Matrix (κ × κ) (κ × κ) ℂ :=
  Matrix.of fun x y =>
    star (((a x.1)ᴴ * a x.2) *ᵥ ψ) ⬝ᵥ (((a y.1)ᴴ * a y.2) *ᵥ ψ)

/-- The coefficient vector with `c_p` at `(p↑, q↑)` and `-c_q` at `(q↓, p↓)`. -/
def nullVector [DecidableEq ι] (c : ι → ℂ) (p q : ι) : (ι × Fin 2) × (ι × Fin 2) → ℂ :=
  Pi.single (up p, up q) (c p) - Pi.single (dn q, dn p) (c q)
```

## Orthonormal spin-orbitals: the anticommutation relations

The hypothesis `IsCAR a` says that the modes are fermionic and belong to orthonormal spin-orbitals. Its field `anti` contains the Pauli principle as the case i = j; `same` expresses normalisation and `diff` orthogonality.

By hand, it enters through the commutator of a hop xy with a pair zw. Suppose that x anticommutes with z and w, and that yz + zy = s and yw + wy = t. Then

xyzw = x(s − zy)w = xsw − xz(yw) = xsw − xzt + xzwy.

Moving x past z and w costs two signs, so xzwy = zwxy and

[xy, zw] = xsw − xzt.

For the up hop, x = a_{p↑}* and y = a_{q↑}. Against the pair in orbital r, t = 0 and s is 1 for r = q and 0 otherwise. Summing over r,

[a_{p↑}* a_{q↑}, B*] = c_q a_{p↑}* a_{q↓}*.

For the down hop, s = 0 and t is 1 only for r = p:

[a_{q↓}* a_{p↓}, B*] = −c_p a_{q↓}* a_{p↑}* = c_p a_{p↑}* a_{q↓}*.

Therefore

[K_pq, B*] = (c_p c_q − c_q c_p) a_{p↑}* a_{q↓}* = 0.

In Lean, `create_anti` obtains the anticommutation of creators by taking adjoints, and `hop_pair` is the commutator identity in an arbitrary ring.

```lean
/-- For CAR matrices `a i`, the adjoints `a_i*` anticommute with each other. -/
theorem create_anti {κ : Type*} {a : κ → Matrix n n ℂ} (h : IsCAR a) (i j : κ) :
    (a i)ᴴ * (a j)ᴴ + (a j)ᴴ * (a i)ᴴ = 0 := by
  have e := congrArg Matrix.conjTranspose (h.anti j i)
  simpa only [conjTranspose_add, conjTranspose_mul, conjTranspose_zero] using e

/-- Commutator of a hop `x y` with a pair `z w`, when `x` anticommutes with `z` and `w`, and
`s`, `t` are the anticommutators of `y` with `z` and `w`. -/
theorem hop_pair {R : Type*} [Ring R] {x y z w s t : R} (hs : y * z + z * y = s)
    (ht : y * w + w * y = t) (hz : x * z + z * x = 0) (hw : x * w + w * x = 0) :
    x * y * (z * w) - z * w * (x * y) = x * s * w - x * z * t := by
  have e1 : x * y * (z * w) - z * w * (x * y) = x * (y * z + z * y) * w
      - x * z * (y * w + w * y) + (x * z + z * x) * w * y - z * (x * w + w * x) * y := by
    noncomm_ring
  rw [e1, hs, ht, hz, hw]
  simp
```

In the next two lemmas, `Finset.sum_eq_single` keeps the one orbital that contributes. The down-spin lemma also reorders two creators, which supplies the last sign above.

```lean
/-- For CAR matrices, the commutator of the spin-up hop `a_{p↑}* a_{q↑}` with the geminal creator
is `c_q a_{p↑}* a_{q↓}*`. -/
theorem up_hop_geminal {a : ι × Fin 2 → Matrix n n ℂ} (h : IsCAR a) (c : ι → ℂ) (p q : ι) :
    (a (up p))ᴴ * a (up q) * geminal a c - geminal a c * ((a (up p))ᴴ * a (up q))
      = c q • ((a (up p))ᴴ * (a (dn q))ᴴ) := by
  unfold geminal
  rw [Finset.mul_sum, Finset.sum_mul, ← Finset.sum_sub_distrib, Finset.sum_eq_single q]
  · rw [mul_smul_comm, smul_mul_assoc, ← smul_sub, hop_pair (h.same (up q))
      (h.diff (up q) (dn q) (by simp)) (create_anti h _ _) (create_anti h _ _)]
    simp
  · -- pairs in other orbitals do not contribute
    intro r _ hr
    rw [mul_smul_comm, smul_mul_assoc, ← smul_sub, hop_pair
      (h.diff (up q) (up r) (by simpa using hr.symm))
      (h.diff (up q) (dn r) (by simp)) (create_anti h _ _) (create_anti h _ _)]
    simp
  · simp

/-- For CAR matrices, the commutator of the spin-down hop `a_{q↓}* a_{p↓}` with the geminal creator
is `c_p a_{p↑}* a_{q↓}*`. -/
theorem dn_hop_geminal {a : ι × Fin 2 → Matrix n n ℂ} (h : IsCAR a) (c : ι → ℂ) (p q : ι) :
    (a (dn q))ᴴ * a (dn p) * geminal a c - geminal a c * ((a (dn q))ᴴ * a (dn p))
      = c p • ((a (up p))ᴴ * (a (dn q))ᴴ) := by
  unfold geminal
  rw [Finset.mul_sum, Finset.sum_mul, ← Finset.sum_sub_distrib, Finset.sum_eq_single p]
  · rw [mul_smul_comm, smul_mul_assoc, ← smul_sub, hop_pair
      (h.diff (dn p) (up p) (by simp)) (h.same (dn p)) (create_anti h _ _) (create_anti h _ _),
      eq_neg_of_add_eq_zero_left (create_anti h (up p) (dn q))]
    simp
  · intro r _ hr
    rw [mul_smul_comm, smul_mul_assoc, ← smul_sub, hop_pair
      (h.diff (dn p) (up r) (by simp))
      (h.diff (dn p) (dn r) (by simpa using hr.symm)) (create_anti h _ _) (create_anti h _ _)]
    simp
  · simp
```

The weighted difference is then the `linear_combination` step.

```lean
/-- For CAR matrices, `c_p a_{p↑}* a_{q↑} - c_q a_{q↓}* a_{p↓}` commutes with the geminal
creator. -/
theorem killer_commute {a : ι × Fin 2 → Matrix n n ℂ} (h : IsCAR a) (c : ι → ℂ) (p q : ι) :
    Commute (killer a c p q) (geminal a c) := by
  have h1 := up_hop_geminal h c p q
  have h2 := dn_hop_geminal h c p q
  change killer a c p q * geminal a c = geminal a c * killer a c p q
  unfold killer
  rw [sub_mul, mul_sub, smul_mul_assoc, smul_mul_assoc, mul_smul_comm, mul_smul_comm]
  linear_combination (norm := module) c p • h1 - c q • h2
```

Unequal normalisation can destroy the cancellation. Take p ≠ q with c_p and c_q nonzero, and replace a_{q↑} by 2a_{q↑} everywhere, including in B*. The up-hop commutator acquires a factor 4 and the down-hop commutator does not, leaving 3c_p c_q a_{p↑}* a_{q↓}*. This shows only that the modes q↑ and p↓ need a common normalisation; a common value other than 1 would still cancel. This example of failure and the one below are pencil computations with no Lean theorem behind them.

## No unpaired electrons: the vacuum condition

The hypothesis `hv` says that every annihilation matrix gives zero on `vac`. Physically, all electrons in the state have been put there in pairs by B*, so (B*)^k vac describes 2k electrons whenever it is nonzero.

Each term of K_pq has an annihilator on the right, hence K_pq vac = 0. Since K_pq commutes with B*, it also commutes with its powers:

K_pq (B*)^k vac = (B*)^k K_pq vac = 0.

The proof has the same two parts: `h0` is the action on the vacuum, and `pow_right` extends the commutation to the power.

```lean
/-- For CAR matrices and a vector `vac` annihilated by all of them, `killer a c p q` annihilates
every geminal power `(B*)^k vac`. -/
theorem killer_geminal_power {a : ι × Fin 2 → Matrix n n ℂ} (h : IsCAR a) (c : ι → ℂ)
    {vac : n → ℂ} (hv : ∀ i, a i *ᵥ vac = 0) (p q : ι) (k : ℕ) :
    killer a c p q *ᵥ (geminal a c ^ k *ᵥ vac) = 0 := by
  have h0 : killer a c p q *ᵥ vac = 0 := by
    simp [killer, Matrix.sub_mulVec, Matrix.smul_mulVec, ← Matrix.mulVec_mulVec, hv]
  rw [Matrix.mulVec_mulVec, ((killer_commute h c p q).pow_right k).eq,
    ← Matrix.mulVec_mulVec, h0, Matrix.mulVec_zero]
```

If the starting vector is instead a_{q↑}* vac, with vac a nonzero vacuum, p ≠ q and c_p ≠ 0, then K_pq turns it into c_p a_{p↑}* vac, which is not zero. The case k = 0 shows exactly what is required of the starting vector: K_pq must annihilate it.

## From an annihilating operator to a null vector

This step needs neither the anticommutation relations nor a vacuum. For a coefficient vector v, linearity in the second argument of the inner product gives

(Gv)(ij) = Σ_kl ⟨a_i* a_j ψ, v_kl a_k* a_l ψ⟩ = ⟨a_i* a_j ψ, Oψ⟩, where O = Σ_kl v_kl a_k* a_l.

If Oψ = 0, then Gv = 0. In the proof, `hO` distributes the one-body operator over ψ, and `hG` is the displayed identity.

```lean
omit [DecidableEq n] in
/-- If the one-body operator `∑ v_ij a_i* a_j` annihilates `ψ`, the G matrix of `ψ` annihilates
the coefficient vector `v`. -/
theorem gMatrix_null (a : κ → Matrix n n ℂ) (ψ : n → ℂ) (v : κ × κ → ℂ)
    (h : oneBody a v *ᵥ ψ = 0) : gMatrix a ψ *ᵥ v = 0 := by
  let f : Matrix n n ℂ →+ (n → ℂ) :=
    { toFun := fun A => A *ᵥ ψ
      map_zero' := Matrix.zero_mulVec ψ
      map_add' := fun A B => Matrix.add_mulVec A B ψ }
  have hO : oneBody a v *ᵥ ψ = ∑ y, v y • (((a y.1)ᴴ * a y.2) *ᵥ ψ) := by
    change f (∑ y, v y • ((a y.1)ᴴ * a y.2)) = _
    rw [map_sum]
    exact Finset.sum_congr rfl fun y _ => Matrix.smul_mulVec _ _ _
  have hG : ∀ x, (gMatrix a ψ *ᵥ v) x
      = star (((a x.1)ᴴ * a x.2) *ᵥ ψ) ⬝ᵥ (oneBody a v *ᵥ ψ) := by
    intro x
    rw [hO, dotProduct_sum]
    refine Finset.sum_congr rfl fun y _ => ?_
    rw [dotProduct_smul, smul_eq_mul, mul_comm]
    rfl
  funext x
  rw [hG x, h, dotProduct_zero, Pi.zero_apply]
```

## A nonzero amplitude in p or q

The condition `c p ≠ 0 ∨ c q ≠ 0` says that at least one of the two orbitals takes part in the pairing. It is used only to show that the null vector is nonzero. The vector has c_p at (p↑,q↑) and −c_q at (q↓,p↓). These positions differ even for p = q, so neither entry can cancel the other. If both amplitudes vanish, the vector is zero and Gv = 0 says nothing.

The proof first identifies `oneBody a (nullVector c p q)` with `killer a c p q`, then applies the previous results. The two cases at the end read off the two components.

```lean
/-- For CAR matrices and a vector `vac` annihilated by all of them, `nullVector c p q` is
annihilated by the G matrix of every geminal power `(B*)^k vac`, and it is nonzero if `c_p` or
`c_q` is. -/
theorem gMatrix_geminal_power [DecidableEq ι] {a : ι × Fin 2 → Matrix n n ℂ}
    (h : IsCAR a) (c : ι → ℂ)
    {vac : n → ℂ} (hv : ∀ i, a i *ᵥ vac = 0) (p q : ι) (k : ℕ) :
    gMatrix a (geminal a c ^ k *ᵥ vac) *ᵥ nullVector c p q = 0 ∧
      (c p ≠ 0 ∨ c q ≠ 0 → nullVector c p q ≠ 0) := by
  have e : oneBody a (nullVector c p q) = killer a c p q := by
    simp [oneBody, nullVector, killer, sub_smul, Finset.sum_sub_distrib, Pi.single_apply,
      ite_smul]
  refine ⟨gMatrix_null a _ _ (by rw [e]; exact killer_geminal_power h c hv p q k), ?_⟩
  -- the up-up and the down-down component show that the vector is not zero
  rintro (hc | hc) h0
  · exact hc (by simpa [nullVector, Pi.single_apply] using congrFun h0 (up p, up q))
  · exact hc (by simpa [nullVector, Pi.single_apply] using congrFun h0 (dn q, dn p))
```

For p = q the operator is c_p times the difference between the up and down occupations of orbital p. It vanishes on the state because, in each term of the expanded power, the orbital is either empty or doubly occupied. For k = 0 the whole G matrix is zero, because a hop has nothing to move.

## Two orbitals that satisfy the hypotheses

The theorems allow `vac` to be the zero vector, for which they are trivial. An explicit example shows that the relations also admit a nonzero vacuum. Each call of `addMode` doubles the space into an empty and an occupied block. The new annihilator maps occupied to empty, and the old ones change sign on the occupied block.

```lean
/-- Adds one fermionic mode to a family of matrices; the old ones acquire a sign when the new mode
is occupied. -/
def addMode {n : Type*} [DecidableEq n] {k : ℕ} (a : Fin k → Matrix n n ℂ) :
    Fin (k + 1) → Matrix (n ⊕ n) (n ⊕ n) ℂ :=
  Fin.cons (fromBlocks 0 1 0 0) fun i => fromBlocks (a i) 0 0 (-a i)
```

Checking the relations block by block shows that they survive the addition.

```lean
/-- Adding a mode preserves the anticommutation relations. -/
theorem isCAR_addMode {k : ℕ} {a : Fin k → Matrix n n ℂ} (h : IsCAR a) :
    IsCAR (addMode a) where
  anti i j := by
    refine Fin.cases ?_ (fun i => ?_) i <;> refine Fin.cases ?_ (fun j => ?_) j <;>
      simp [addMode, fromBlocks_multiply, fromBlocks_add, h.anti]
  same i := by
    refine Fin.cases ?_ (fun i => ?_) i <;>
      simp [addMode, fromBlocks_multiply, fromBlocks_add, fromBlocks_conjTranspose, h.same]
  diff i j := by
    refine Fin.cases ?_ (fun i => ?_) i <;> refine Fin.cases ?_ (fun j => ?_) j <;> intro hij
    · exact absurd rfl hij
    · simp [addMode, fromBlocks_multiply, fromBlocks_add, fromBlocks_conjTranspose]
    · simp [addMode, fromBlocks_multiply, fromBlocks_add, fromBlocks_conjTranspose]
    · have hd := h.diff i j fun e => hij (by rw [e])
      simp [addMode, fromBlocks_multiply, fromBlocks_add, fromBlocks_conjTranspose, hd]

/-- The vector `v` with the newly added mode empty. -/
def addEmpty {n : Type*} (v : n → ℂ) : n ⊕ n → ℂ := Sum.elim v 0
```

Four additions to a one-dimensional space give two orbitals with spin, in dimension 16.

```lean
/-- Two spatial orbitals with spin: four modes added one by one to a one-dimensional space. -/
def twoOrbitals (x : Fin 2 × Fin 2) :=
  addMode (addMode (addMode (addMode (fun _ : Fin 0 => (0 : Matrix Unit Unit ℂ)))))
    (finProdFinEquiv x)

/-- The vector of the two orbitals in which all four modes are empty. -/
def twoOrbitalsVacuum := addEmpty (addEmpty (addEmpty (addEmpty (fun _ : Unit => (1 : ℂ)))))
```

The final theorem carries the relations and the vacuum property through the four additions. It finds the vacuum nonzero from its all-empty component.

```lean
/-- The matrices `twoOrbitals` obey the anticommutation relations and annihilate the nonzero vector
`twoOrbitalsVacuum`. -/
theorem twoOrbitals_witness :
    IsCAR twoOrbitals ∧ (∀ i, twoOrbitals i *ᵥ twoOrbitalsVacuum = 0) ∧
      twoOrbitalsVacuum ≠ 0 := by
  -- adding an empty mode keeps the vacuum property
  have step : ∀ {m : Type} [Fintype m] [DecidableEq m] {k : ℕ} {a : Fin k → Matrix m m ℂ}
      {v : m → ℂ}, (∀ i, a i *ᵥ v = 0) → ∀ i, addMode a i *ᵥ addEmpty v = 0 := by
    intro m _ _ k a v h i
    refine Fin.cases ?_ (fun i => ?_) i <;> ext x <;> rcases x with x | x <;>
      simp [addMode, addEmpty, fromBlocks_mulVec, h]
  have v4 := step (step (step (step (a := fun _ : Fin 0 => (0 : Matrix Unit Unit ℂ))
    (v := fun _ => 1) (fun i => i.elim0))))
  have h0 : IsCAR (fun _ : Fin 0 => (0 : Matrix Unit Unit ℂ)) :=
    ⟨fun i => i.elim0, fun i => i.elim0, fun i => i.elim0⟩
  have h4 := isCAR_addMode (isCAR_addMode (isCAR_addMode (isCAR_addMode h0)))
  refine ⟨⟨fun i j => h4.anti (finProdFinEquiv i) (finProdFinEquiv j),
    fun i => h4.same (finProdFinEquiv i), fun i j hij =>
    h4.diff (finProdFinEquiv i) (finProdFinEquiv j) (finProdFinEquiv.injective.ne hij)⟩,
    fun i => v4 (finProdFinEquiv i), fun e => ?_⟩
  have e1 := congrFun e (Sum.inl (Sum.inl (Sum.inl (Sum.inl ()))))
  simp [twoOrbitalsVacuum, addEmpty] at e1

end

end GeminalPowerNullVectors
```

The theorems concern geminal powers in a finite orbital basis. The interacting ground state of a molecule need not be a geminal power, and the hypotheses give no estimate of how far it is from one.

```lean
#print axioms GeminalPowerNullVectors.gMatrix_geminal_power
-- 'GeminalPowerNullVectors.gMatrix_geminal_power' depends on axioms: [propext, Classical.choice, Quot.sound]
```
